# In a finite-dimensional system, the first-order energy shifts sum to the trace of the perturbation

The Hamiltonian is H0 + xV, where H0 and V are finite square matrices, not assumed Hermitian, and the coupling x is a formal variable. The theorem assumes that all the energy levels, counted with multiplicity, can be written as formal power series in x, meaning that the characteristic polynomial factors into linear terms with these series as roots. It states that the constant coefficients of the levels sum to tr H0 and the coefficients of x sum to tr V. The proof starts from the earlier result that the levels sum to tr H0 + x tr V, and compares the coefficients of order zero and order one on the two sides.

As first written in Lean, the proof fails:

```lean
import Mathlib

open Finset

namespace SumLowOrders

noncomputable section

variable {𝕜 n : Type*} [NormedField 𝕜] [Fintype n] [DecidableEq n]

/-- The Hamiltonian `H0 + x V`, with the coupling strength `x` as a formal variable. -/
def hamiltonian (H0 V : Matrix n n 𝕜) : Matrix n n (PowerSeries 𝕜) :=
  Matrix.of fun i j => PowerSeries.C (H0 i j) + PowerSeries.X * PowerSeries.C (V i j)

/-- The series `E i` are all the energy levels of `H0 + x V`: the roots of its characteristic
polynomial, counted with multiplicity. -/
def AreLevels (H0 V : Matrix n n 𝕜) (E : n → PowerSeries 𝕜) : Prop :=
  (hamiltonian H0 V).charpoly = ∏ i, (Polynomial.X - Polynomial.C (E i))

/-- The sum of all energy levels is `tr H0 + x tr V`. -/
theorem sum_levels {H0 V : Matrix n n 𝕜} {E : n → PowerSeries 𝕜} (hE : AreLevels H0 V E) :
    ∑ i, E i = PowerSeries.C H0.trace + PowerSeries.X * PowerSeries.C V.trace := by
  have htr : (hamiltonian H0 V).trace
      = PowerSeries.C H0.trace + PowerSeries.X * PowerSeries.C V.trace := by
    simp [Matrix.trace, hamiltonian, Finset.sum_add_distrib, Finset.mul_sum, map_sum]
  rw [← htr]
  rcases isEmpty_or_nonempty n with h | h
  · simp [Matrix.trace]
  · -- compare the subleading coefficients of the characteristic polynomial
    have hc := Polynomial.prod_X_sub_C_coeff_card_pred (Finset.univ : Finset n) E
      (Finset.card_pos.mpr Finset.univ_nonempty)
    rw [Finset.card_univ] at hc
    rw [Matrix.trace_eq_neg_charpoly_coeff, hE, hc, neg_neg]

/-- The zeroth-order energies sum to `tr H0` and the first-order corrections to `tr V`. -/
theorem sum_low_orders {H0 V : Matrix n n 𝕜} {E : n → PowerSeries 𝕜}
    (hE : AreLevels H0 V E) :
    ∑ i, PowerSeries.coeff 0 (E i) = H0.trace ∧
      ∑ i, PowerSeries.coeff 1 (E i) = V.trace := by
  constructor
  · have h := congrArg (PowerSeries.coeff 0) (sum_levels hE)
    rw [map_sum, map_add, PowerSeries.coeff_zero_X_mul, PowerSeries.coeff_C, if_pos rfl,
      add_zero] at h
    exact h
  · have h := congrArg (PowerSeries.coeff (0 + 1)) (sum_levels hE)
    rw [map_sum, map_add, PowerSeries.coeff_succ_X_mul, PowerSeries.coeff_C,
      PowerSeries.coeff_C, if_neg (Nat.succ_ne_zero _), if_pos rfl, zero_add] at h
    exact h

end

end SumLowOrders
```

Messages:

```
Main.lean:48:4: error: Type mismatch
  h
has type
  ∑ x, (PowerSeries.coeff 1) (E x) = 0 + V.trace
but is expected to have type
  ∑ i, (PowerSeries.coeff 1) (E i) = V.trace
```

Cause. The error is in the first-order half. The hypothesis `h` ends with `0 + V.trace` on its right-hand side, where the goal has `V.trace`. The two are equal, but over a general field they are not equal by definition, so `exact h` is rejected.

The `zero_add` at the end of the `rw` was meant to remove that zero, but it was used up elsewhere. The coefficient had been written as `0 + 1` so that `PowerSeries.coeff_succ_X_mul` would apply, and this index was still there in the sum on the left. A single `zero_add` in `rw` settles on the first match it finds and rewrites only instances of that same expression. Here it matched the index and turned `0 + 1` into `1`, which is why the message shows `PowerSeries.coeff 1` on the left and the zero still in place on the right.

The repair adds a second `zero_add`. With the index already simplified, this one turns `0 + V.trace` into `V.trace`, and `h` then matches the goal.

As a diff, the version that Lean accepts:

```diff
@@ -45,5 +45,5 @@
   · have h := congrArg (PowerSeries.coeff (0 + 1)) (sum_levels hE)
     rw [map_sum, map_add, PowerSeries.coeff_succ_X_mul, PowerSeries.coeff_C,
-      PowerSeries.coeff_C, if_neg (Nat.succ_ne_zero _), if_pos rfl, zero_add] at h
+      PowerSeries.coeff_C, if_neg (Nat.succ_ne_zero _), if_pos rfl, zero_add, zero_add] at h
     exact h
 
```
